# A nilpotent supercharge for fermions on a finite graph, and the Hamiltonian that commutes with it

Q: Which operators are we talking about, and in which conventions?

A: Spinless fermions live on the vertices of a finite simple graph, and the supercharge $Q$ defined below creates a particle at a vertex only if all neighbouring vertices are empty. Write $c_v$ for the annihilator at vertex $v$, $c_v^*$ for the creator, $n_v=c_v^*c_v$ for the occupation, and $N(v)$ for the set of neighbours of $v$. Define

$$P_v=\prod_{u\in N(v)}(1-n_u),\qquad Q=\sum_v c_v^*P_v,\qquad H=QQ^*+Q^*Q .$$

If the $c_v$ obey the canonical anticommutation relations (CAR), then $Q^2=0$, and $H$ commutes with $Q$ and $Q^*$. The star is the adjoint, usually written as a dagger. The supercharge $Q$ adds one particle, so it exchanges even and odd particle number.

In Lean, `V` is the set of vertices, `A` is the algebra of operators, and `c : V → A` assigns an annihilator to each vertex.

```lean
import Mathlib

open Finset

namespace LatticeSupersymmetry

noncomputable section

variable {V A : Type*} [DecidableEq V] [Ring A] [StarRing A] {c : V → A}
```

Q: `A` is only a ring with a star. Where are the fermions?

A: In the relations imposed on `c`. They stand for Pauli exclusion and the exchange sign of fermions:

$$c_v^2=0,\qquad c_uc_v+c_vc_u=0\ (u\neq v),\qquad c_uc_v^*+c_v^*c_u=\delta_{uv}.$$

```lean
/-- Canonical anticommutation relations for annihilators `c v`, with `star (c v)` the creators:
each mode squares to zero, distinct modes anticommute, and `{c u, c v*} = δ_uv`. -/
structure IsCAR (c : V → A) : Prop where
  sq : ∀ v, c v * c v = 0
  anti : ∀ u v, u ≠ v → c u * c v + c v * c u = 0
  mixed : ∀ u v, c u * star (c v) + star (c v) * c u = if u = v then 1 else 0
```

The first relation is listed separately because setting $u=v$ in the second would give only $2c_v^2=0$, and in a general ring one may not divide by two. The relations for two creators follow by taking adjoints.

Q: And the empty-site factor?

A: It is called `hole`, and it is the projector onto an empty site, not a hole creation operator.

```lean
/-- The operator `1 - n_u`, with `n_u = c_u* c_u` the occupation of site `u`. -/
def hole (c : V → A) (u : V) : A := 1 - star (c u) * c u
```

Its first property is that a site just filled is not empty. By hand, using $c_uc_u^*=1-c_u^*c_u$,

$$(1-n_u)c_u^*=c_u^*-c_u^*(1-c_u^*c_u)=(c_u^*)^2c_u=0 .$$

The Lean proof takes the adjoint of $c_u^2=0$ and combines it with the mixed relation in the same way; `linear_combination` states which multiples of the two relations to add.

```lean
/-- For CAR modes, `(1 - n_u) c_u* = 0`: no particle can be created at `u` and leave `u` empty. -/
theorem hole_create (h : IsCAR c) (u : V) : hole c u * star (c u) = 0 := by
  have hm := h.mixed u u
  rw [if_pos rfl] at hm
  have hd : star (c u) * star (c u) = 0 := by rw [← star_mul, h.sq, star_zero]
  unfold hole
  linear_combination (norm := noncomm_ring) hd * c u - star (c u) * hm
```

Q: Fermion operators on different sites anticommute. Why should the projector at $u$ not produce signs when it passes an operator at $v$?

A: Because $n_u$ contains two of them, and the signs cancel. For $u\neq v$,

$$n_uc_v=c_u^*c_uc_v=-c_u^*c_vc_u=c_vc_u^*c_u=c_vn_u .$$

So $1-n_u$ commutes with $c_v$. It is self-adjoint, so the adjoint of this equation says that it also commutes with $c_v^*$. The code proves the first relation and applies `star` to it to get the second.

```lean
/-- For CAR modes, `1 - n_u` commutes with the annihilator and the creator of any other site. -/
theorem hole_commute (h : IsCAR c) {u v : V} (huv : u ≠ v) :
    Commute (hole c u) (c v) ∧ Commute (hole c u) (star (c v)) := by
  have h1 := h.anti u v huv
  have h2 := h.mixed v u
  rw [if_neg huv.symm] at h2
  have e : hole c u * c v = c v * hole c u := by
    unfold hole
    linear_combination (norm := noncomm_ring) h2 * c u - star (c u) * h1
  -- the second relation is the adjoint of the first
  have hs : star (hole c u) = hole c u := by simp [hole]
  have e' := congrArg star e
  rw [star_mul, star_mul, hs] at e'
  exact ⟨e, e'.symm⟩
```

It follows that $1-n_u$ commutes with the product $c_v^*c_v=n_v$, and hence with $1-n_v$. For $u=v$ there is nothing to show.

```lean
/-- For CAR modes, the operators `1 - n_u` of any two sites commute. -/
theorem hole_commute_hole (h : IsCAR c) (u v : V) : Commute (hole c u) (hole c v) := by
  by_cases e : u = v
  · rw [e]
  · exact (Commute.one_right _).sub_right
      ((hole_commute h e).2.mul_right (hole_commute h e).1)
```

Q: A product over neighbours in a noncommutative ring needs an order. Who chose it?

A: Nobody has to. `noncommProd` accepts a finite set of factors together with a proof that they commute, which is the lemma above. This is why `emptyOn` takes the CAR hypothesis `h` as an argument. I write $P_S$ for the product over a set $S$; for the empty set it is $1$.

```lean
/-- For CAR modes, the product of `1 - n_u` over a finite set of sites; these factors commute, so
their order is immaterial. -/
def emptyOn (h : IsCAR c) (s : Finset V) : A :=
  s.noncommProd (hole c) (fun u _ v _ _ => hole_commute_hole h u v)
```

Since all factors commute with each other, $P_SP_T=P_TP_S$ for any two finite sets. The proof moves one factor past a whole product, and then one product past the other.

```lean
/-- For CAR modes, the products of `1 - n_u` over any two finite sets of sites commute. -/
theorem emptyOn_commute (h : IsCAR c) (s t : Finset V) :
    Commute (emptyOn h s) (emptyOn h t) := by
  have hc : ∀ a, Commute (hole c a) (emptyOn h s) := fun a =>
    Finset.noncommProd_commute _ _ _ _ (fun u _ => hole_commute_hole h a u)
  exact Finset.noncommProd_commute _ _ _ _ (fun u _ => (hc u).symm)
```

Q: How does $P_S$ act on a creator?

A: There are two cases. If $w\notin S$, every factor commutes with $c_w^*$, so $P_Sc_w^*=c_w^*P_S$. If $w\in S$, pull out the factor belonging to $w$ and move it to the right:

$$P_Sc_w^*=P_{S\setminus\{w\}}(1-n_w)c_w^*=0 .$$

In the second case the code rewrites $S$ as `insert w (s.erase w)`, splits off that factor, and uses `hole_create`.

```lean
/-- For CAR modes, the product of `1 - n_u` over `s` commutes with the creator of a site outside
`s`, and gives zero when it acts after the creator of a site in `s`. -/
theorem emptyOn_create (h : IsCAR c) (s : Finset V) (w : V) :
    (w ∉ s → Commute (emptyOn h s) (star (c w))) ∧
      (w ∈ s → emptyOn h s * star (c w) = 0) := by
  constructor
  · intro hw
    have k : Commute (star (c w)) (emptyOn h s) :=
      Finset.noncommProd_commute _ _ _ _
        (fun u hu => (hole_commute h (ne_of_mem_of_not_mem hu hw)).2.symm)
    exact k.symm
  · intro hw
    -- split off the factor that belongs to `w`
    have e : emptyOn h (insert w (s.erase w)) = hole c w * emptyOn h (s.erase w) :=
      Finset.noncommProd_insert_of_notMem _ _ _ _ (by simp)
    have k : Commute (hole c w) (emptyOn h (s.erase w)) :=
      Finset.noncommProd_commute _ _ _ _ (fun u _ => hole_commute_hole h w u)
    rw [Finset.insert_erase hw] at e
    rw [e, k.eq, mul_assoc, hole_create h w, mul_zero]
```

Q: Now the graph. Could a vertex be its own neighbour and block itself?

A: No. `SimpleGraph` has no loops and its adjacency is symmetric. `Fintype V` makes the vertex set finite. Nothing else is asked of the graph: it may be a chain, a ring or a tree, and it may be disconnected. The dressed creator is $d_v=c_v^*P_v$, with $P_v=P_{N(v)}$.

```lean
variable [Fintype V] (G : SimpleGraph V) [DecidableRel G.Adj]

/-- The dressed creator: `c_v*` times the product of `1 - n_u` over the neighbours `u` of `v`. -/
def dressed (h : IsCAR c) (v : V) : A := star (c v) * emptyOn h (G.neighborFinset v)
```

The supercharge and the Hamiltonian are then the expressions I gave at the start, with unit coefficients and no energy scale.

```lean
/-- The supercharge `Q`, the sum of the dressed creators over all vertices. -/
def supercharge (h : IsCAR c) : A := ∑ v, dressed G h v

/-- The Hamiltonian `H = Q Q* + Q* Q`. -/
def hamiltonian (h : IsCAR c) : A :=
  supercharge G h * star (supercharge G h) + star (supercharge G h) * supercharge G h
```

Q: The projectors make $d_v$ a many-body operator. I doubt that the $d_v$ still anticommute.

A: Creators dressed in this way do; no such claim is made for $d_v$ with $d_w^*$. Take the cases in turn.

- For the same site, $v\notin N(v)$, so $P_v$ commutes with $c_v^*$ and $d_v^2=(c_v^*)^2P_v^2=0$.
- For adjacent sites, $d_vd_w=c_v^*(P_vc_w^*)P_w=0$ because $w\in N(v)$. By symmetry $d_wd_v=0$ as well.
- For distinct sites that are not adjacent, each projector passes the other creator, and
$$d_vd_w+d_wd_v=(c_v^*c_w^*+c_w^*c_v^*)P_vP_w=0 .$$

The Lean proof splits into the same cases with `by_cases`. The rewrite `mul_mul_mul_comm` exchanges the two middle factors in $c_v^*P_v\,c_w^*P_w$.

```lean
/-- For CAR modes, every dressed creator squares to zero and any two of them anticommute. -/
theorem dressed_anticommute (h : IsCAR c) (v w : V) :
    dressed G h v * dressed G h v = 0 ∧
      dressed G h v * dressed G h w + dressed G h w * dressed G h v = 0 := by
  have sq : ∀ x, dressed G h x * dressed G h x = 0 := by
    intro x
    have k := (emptyOn_create h (G.neighborFinset x) x).1 (by simp)
    rw [dressed, k.mul_mul_mul_comm, ← star_mul, h.sq, star_zero, zero_mul]
  refine ⟨sq v, ?_⟩
  by_cases e : v = w
  · rw [e, sq, add_zero]
  by_cases a : G.Adj v w
  · -- neighbours block each other
    have z : ∀ x y, G.Adj x y → dressed G h x * dressed G h y = 0 := by
      intro x y b
      rw [dressed, dressed, mul_assoc, ← mul_assoc (emptyOn h (G.neighborFinset x)),
        (emptyOn_create h _ y).2 ((G.mem_neighborFinset x y).2 b), zero_mul, mul_zero]
    rw [z v w a, z w v a.symm, add_zero]
  · -- otherwise the creators anticommute and the projectors commute
    have k1 := (emptyOn_create h (G.neighborFinset v) w).1
      (fun b => a ((G.mem_neighborFinset v w).1 b))
    have k2 := (emptyOn_create h (G.neighborFinset w) v).1
      (fun b => a ((G.mem_neighborFinset w v).1 b).symm)
    have d : star (c v) * star (c w) + star (c w) * star (c v) = 0 := by
      rw [← star_mul, ← star_mul, ← star_add, h.anti w v (Ne.symm e), star_zero]
    rw [dressed, dressed, k1.mul_mul_mul_comm, k2.mul_mul_mul_comm,
      (emptyOn_commute h (G.neighborFinset w) (G.neighborFinset v)).eq, ← add_mul, d, zero_mul]
```

Q: Then $Q^2=0$ is the usual antisymmetry argument?

A: Yes, arranged so that it never divides by two. Expand

$$Q^2=\sum_{(v,w)}d_vd_w .$$

The diagonal terms vanish one by one, and each off-diagonal term $(v,w)$ cancels against $(w,v)$. `Finset.sum_involution` expresses this pairing, with `swap` as the map between partners. The adjoint gives $(Q^*)^2=0$. The commutators then follow from

$$HQ=QQ^*Q+Q^*Q^2=QQ^*Q=Q^2Q^*+QQ^*Q=QH,$$

$$HQ^*=Q(Q^*)^2+Q^*QQ^*=Q^*QQ^*=Q^*QQ^*+(Q^*)^2Q=Q^*H .$$

The theorem has these three conclusions: $Q^2=0$, and `Commute` for $H$ with $Q$ and with $Q^*$. The last two steps of its proof are the two lines above, with the vanishing squares supplied to `linear_combination`.

```lean
/-- Lattice supersymmetry: for CAR modes on the vertices of a finite simple graph, `Q² = 0`, and
`H = Q Q* + Q* Q` commutes with `Q` and `Q*`. -/
theorem lattice_supersymmetry (h : IsCAR c) :
    supercharge G h * supercharge G h = 0 ∧
      Commute (hamiltonian G h) (supercharge G h) ∧
      Commute (hamiltonian G h) (star (supercharge G h)) := by
  have hQ : supercharge G h * supercharge G h = 0 := by
    rw [supercharge, Finset.sum_mul_sum, ← Finset.sum_product']
    -- the terms `(v, w)` and `(w, v)` cancel, and the diagonal vanishes
    refine Finset.sum_involution (fun p _ => p.swap) ?_ ?_ ?_ ?_
    · intro p _
      exact (dressed_anticommute G h p.1 p.2).2
    · intro p _ hp hs
      have e : p.1 = p.2 := congrArg Prod.snd hs
      apply hp
      rw [← e]
      exact (dressed_anticommute G h p.1 p.1).1
    · intro p _
      simp
    · intro p _
      exact Prod.swap_swap p
  have hS : star (supercharge G h) * star (supercharge G h) = 0 := by
    rw [← star_mul, hQ, star_zero]
  refine ⟨hQ, ?_, ?_⟩
  · change hamiltonian G h * supercharge G h = supercharge G h * hamiltonian G h
    unfold hamiltonian
    linear_combination (norm := noncomm_ring)
      star (supercharge G h) * hQ - hQ * star (supercharge G h)
  · change hamiltonian G h * star (supercharge G h) = star (supercharge G h) * hamiltonian G h
    unfold hamiltonian
    linear_combination (norm := noncomm_ring) supercharge G h * hS - hS * supercharge G h
```

Q: When I hear "supersymmetry" I expect nonnegative energies and paired levels. Do I get them?

A: Not from this theorem, which is purely algebraic. What is proved in that direction is that $H$ is the square of a self-adjoint element:

$$(Q+Q^*)^2=Q^2+QQ^*+Q^*Q+(Q^*)^2=H .$$

```lean
/-- For CAR modes, the Hamiltonian is the square of `Q + Q*`. -/
theorem hamiltonian_eq_square (h : IsCAR c) :
    hamiltonian G h = (supercharge G h + star (supercharge G h)) *
      (supercharge G h + star (supercharge G h)) := by
  have hQ := (lattice_supersymmetry G h).1
  have hS : star (supercharge G h) * star (supercharge G h) = 0 := by
    rw [← star_mul, hQ, star_zero]
  rw [hamiltonian, add_mul, mul_add, mul_add, hQ, hS, zero_add, add_zero]
```

The step left to you is to represent the ring on a Hilbert space in which the star is the operator adjoint. There $\langle\psi|H|\psi\rangle=\|Q\psi\|^2+\|Q^*\psi\|^2\ge 0$, and the familiar pairing of levels at positive energy can be discussed. The theorems also say nothing about the number of zero-energy states, and they do not expand $H$ into hopping and interaction terms.

Q: The model I know forbids neighbouring particles altogether. Is this the same one?

A: The supercharge has the same form, but here it acts on the whole algebra of the modes, without a restriction to configurations that have no two adjacent particles. On two joined sites, for example, the doubly occupied state is still present, and both $Q$ and $Q^*$ annihilate it. If you want the hard-core model, you restrict to the allowed configurations afterwards.

Q: Are the anticommutators between different annihilators really needed? The mixed relations look strong enough.

A: Yes, they are needed: the mixed relations are not strong enough, even together with $c_v^2=0$. Take two sites without an edge, let $a$ be the $2\times2$ lowering matrix, with $a^2=0$ and $aa^*+a^*a=1$, and set $c_0=a$, $c_1=a^*$. Both modes square to zero. The mixed relations hold as well, since $c_0c_1^*+c_1^*c_0=2a^2=0$ and each mode satisfies $c_vc_v^*+c_v^*c_v=1$. Only the relation `anti` fails, because $c_0c_1+c_1c_0=1$. There are no neighbours, so both projectors are $1$, and

$$Q=a^*+a,\qquad Q^2=aa^*+a^*a=1 .$$

So the other relations alone do not force $Q^2=0$.

Q: Does anything satisfy the full list?

A: Two modes do, as explicit $4\times4$ complex matrices. In the basis $|n_0n_1\rangle=|00\rangle,|01\rangle,|10\rangle,|11\rangle$ they are the Jordan–Wigner matrices $a\otimes1$ and $Z\otimes a$, with $Z=\mathrm{diag}(1,-1)$. The minus sign in the second matrix is the Jordan–Wigner string.

```lean
/-- Two annihilators as explicit 4×4 complex matrices. -/
def pairModes : Fin 2 → Matrix (Fin 4) (Fin 4) ℂ :=
  ![!![0, 0, 1, 0; 0, 0, 0, 1; 0, 0, 0, 0; 0, 0, 0, 0],
    !![0, 1, 0, 0; 0, 0, 0, 0; 0, 0, 0, -1; 0, 0, 0, 0]]
```

For matrices, `star` is the conjugate transpose, so this example has the physical adjoint. The proof checks each relation entry by entry: `fin_cases` runs through the modes and the matrix indices, and `simp` evaluates the entries.

```lean
/-- The two explicit matrices satisfy the canonical anticommutation relations. -/
theorem isCAR_witness : IsCAR pairModes := by
  refine ⟨?_, ?_, ?_⟩
  · intro v
    fin_cases v <;> ext i j <;> fin_cases i <;> fin_cases j <;>
      simp [pairModes, Matrix.mul_apply, Fin.sum_univ_four]
  · intro u v huv
    fin_cases u <;> fin_cases v <;> first
      | exact absurd rfl huv
      | (ext i j
         fin_cases i <;> fin_cases j <;>
           simp [pairModes])
  · intro u v
    ext i j
    -- write the products in entries before the cases are split
    simp only [Matrix.add_apply, Matrix.mul_apply, Matrix.star_apply, Fin.sum_univ_four]
    fin_cases u <;> fin_cases v <;> fin_cases i <;> fin_cases j <;> simp [pairModes]

end

end LatticeSupersymmetry
```

```lean
#print axioms LatticeSupersymmetry.lattice_supersymmetry
#print axioms LatticeSupersymmetry.hamiltonian_eq_square
```

```
'LatticeSupersymmetry.lattice_supersymmetry' depends on axioms: [propext, Classical.choice, Quot.sound]
'LatticeSupersymmetry.hamiltonian_eq_square' depends on axioms: [propext, Classical.choice, Quot.sound]
```

Q: Where would I use this?

A: In the study of interacting lattice fermions with a supersymmetric Hamiltonian, for one spinless mode per site on a finite graph. If you build such a model as matrices for exact diagonalisation, $Q^2=0$ and $HQ=QH$ are identities that your matrices should satisfy up to rounding, and a wrong Jordan–Wigner sign can show up as a violation of the first.
